# The symmetry of the trial state limits the energies that imaginary-time projection can reach in minimal-basis H₂

The Hamiltonian is taken as an explicit real $4\times4$ matrix, and projection is the action of its full matrix exponential on a trial vector. There is no time step, no auxiliary field and no sampling. The basis is the set of $S_z=0$ determinants built from the bonding orbital $g$ and the antibonding orbital $u$:

$$e_1=|g{\uparrow}g{\downarrow}\rangle,\quad e_2=|u{\uparrow}u{\downarrow}\rangle,\quad e_3=|g{\uparrow}u{\downarrow}\rangle,\quad e_4=|u{\uparrow}g{\downarrow}\rangle .$$

Lean counts vector entries from 0, so $e_1$ is `![1, 0, 0, 0]`. The general lemmas hold for real matrices over any finite index set `n`.

```lean
import Mathlib

open Matrix Filter Topology

namespace HydrogenProjection

noncomputable section

variable {n : Type*} [Fintype n]
```

## Energy of an unnormalised state

The energy assigned to a nonzero vector $\psi$ is

$$R(\psi)=\frac{\langle\psi,H\psi\rangle}{\langle\psi,\psi\rangle}.$$

The denominator takes care of normalisation, which $e^{-\beta H}$ does not preserve.

```lean
/-- The Rayleigh quotient `⟨ψ, Hψ⟩ / ⟨ψ, ψ⟩` of a nonzero real vector `ψ`. -/
def rayleigh (H : Matrix n n ℝ) (ψ : n → ℝ) : ℝ :=
  (ψ ⬝ᵥ H *ᵥ ψ) / (ψ ⬝ᵥ ψ)
```

Replacing $\psi$ by $x\psi$ with $x\neq0$ multiplies numerator and denominator by $x^2$, which cancels. The proof cancels the two factors of $x$ one after the other.

```lean
/-- Multiplying a state by a nonzero number does not change its Rayleigh quotient. -/
theorem rayleigh_smul (H : Matrix n n ℝ) (ψ : n → ℝ) {x : ℝ} (hx : x ≠ 0) :
    rayleigh H (x • ψ) = rayleigh H ψ := by
  simp only [rayleigh, Matrix.mulVec_smul, smul_dotProduct, dotProduct_smul, smul_eq_mul]
  rw [mul_div_mul_left _ _ hx, mul_div_mul_left _ _ hx]
```

If $Hv=Ev$ and $v\ne0$, then $R(v)=E\langle v,v\rangle/\langle v,v\rangle=E$.

```lean
/-- The Rayleigh quotient of an eigenvector is its eigenvalue. -/
theorem rayleigh_eigen (H : Matrix n n ℝ) {v : n → ℝ} {E : ℝ} (hv : v ≠ 0)
    (h : H *ᵥ v = E • v) : rayleigh H v = E := by
  have hne : v ⬝ᵥ v ≠ 0 := fun h0 => hv (dotProduct_self_eq_zero.1 h0)
  rw [rayleigh, h, dotProduct_smul, smul_eq_mul, mul_div_cancel_right₀ E hne]
```

## Propagation of an eigenvector

The propagated state is $e^{-\beta H}\psi$, with $\beta$ the imaginary time.

```lean
variable [DecidableEq n]

/-- Imaginary-time propagation of the state `ψ`: the vector `exp(-βH) ψ`. -/
def project (H : Matrix n n ℝ) (β : ℝ) (ψ : n → ℝ) : n → ℝ :=
  NormedSpace.exp ((-β) • H) *ᵥ ψ
```

Suppose $Av=\mu v$. By induction $A^kv=\mu^kv$, and therefore

$$e^Av=\sum_{k\ge0}\frac{A^kv}{k!}=\sum_{k\ge0}\frac{\mu^k}{k!}\,v=e^{\mu}v .$$

In the proof, `hpow` is the induction, `h2` applies the matrix series to $v$ term by term, and `h3` is the scalar series times $v$. The two series have equal terms, hence equal sums.

```lean
/-- The exponential of a matrix acts on an eigenvector as the exponential of the eigenvalue. -/
theorem exp_mulVec_eigen (A : Matrix n n ℝ) (v : n → ℝ) (μ : ℝ) (h : A *ᵥ v = μ • v) :
    NormedSpace.exp A *ᵥ v = Real.exp μ • v := by
  have hpow : ∀ k : ℕ, A ^ k *ᵥ v = μ ^ k • v := by
    intro k
    induction k with
    | zero => simp
    | succ k ih =>
      rw [pow_succ, ← Matrix.mulVec_mulVec, h, Matrix.mulVec_smul, ih, smul_smul, pow_succ']
  -- the exponential series of the matrix, applied to `v` term by term
  have h1 : HasSum (fun k : ℕ => ((k.factorial : ℝ)⁻¹) • A ^ k) (NormedSpace.exp A) := by
    let : NormedRing (Matrix n n ℝ) := Matrix.linftyOpNormedRing
    let : NormedAlgebra ℝ (Matrix n n ℝ) := Matrix.linftyOpNormedAlgebra
    exact NormedSpace.exp_series_hasSum_exp' (𝕂 := ℝ) A
  have h2 : HasSum (fun k : ℕ => (((k.factorial : ℝ)⁻¹) • A ^ k) *ᵥ v)
      (NormedSpace.exp A *ᵥ v) :=
    h1.map (Matrix.mulVec.addMonoidHomLeft v)
      (Continuous.matrix_mulVec continuous_id continuous_const)
  have h3 : HasSum (fun k : ℕ => (((k.factorial : ℝ)⁻¹) • μ ^ k) • v) (Real.exp μ • v) := by
    rw [Real.exp_eq_exp_ℝ]
    exact (NormedSpace.exp_series_hasSum_exp' (𝕂 := ℝ) μ).smul_const v
  refine h2.unique ?_
  convert h3 using 1
  funext k
  rw [Matrix.smul_mulVec, hpow, smul_assoc]
```

With $A=-\beta H$ and $\mu=-\beta E$ this becomes $e^{-\beta H}v=e^{-\beta E}v$.

```lean
/-- Imaginary-time propagation multiplies an eigenvector of energy `E` by `exp(-βE)`. -/
theorem project_eigen (H : Matrix n n ℝ) (v : n → ℝ) (E β : ℝ) (h : H *ᵥ v = E • v) :
    project H β v = Real.exp (-β * E) • v :=
  exp_mulVec_eigen _ v _ (by rw [Matrix.smul_mulVec, h, smul_smul])
```

## The lowest component survives

Let $\psi=\sum_i x_iu_i$ with $Hu_i=E_iu_i$. In this section $g$ is an index and the $u_i$ are eigenvectors; neither letter stands for an orbital. Suppose that one component $g$ has $x_g\ne0$, $u_g\neq0$ and $E_g<E_i$ for every other $i$. Multiplying the propagated state by $e^{\beta E_g}$ leaves $R$ unchanged and gives

$$e^{\beta E_g}e^{-\beta H}\psi=\sum_i e^{-\beta(E_i-E_g)}x_iu_i\;\longrightarrow\;x_gu_g\qquad(\beta\to\infty).$$

Since $R$ is continuous at the nonzero vector $x_gu_g$, the energy tends to $R(x_gu_g)=E_g$. These three steps are `hproj`, `hlim` and `hR`.

Only eigenvectors present in the expansion are compared. Levels of $H$ that are absent from $\psi$ may lie anywhere, including below $E_g$.

```lean
/-- If a trial state is a finite combination of eigenvectors in which the component `g` is
nonzero and lies strictly below all others in energy, then the Rayleigh quotient of the
propagated state tends to the energy of `g`. -/
theorem projection_limit {ι : Type*} [Fintype ι] (H : Matrix n n ℝ) (E : ι → ℝ)
    (u : ι → n → ℝ) (x : ι → ℝ) (ψ : n → ℝ) (hψ : ψ = ∑ i, x i • u i)
    (hu : ∀ i, H *ᵥ u i = E i • u i) (g : ι) (hg : u g ≠ 0) (hx : x g ≠ 0)
    (hE : ∀ i, i ≠ g → E g < E i) :
    Tendsto (fun β : ℝ => rayleigh H (project H β ψ)) atTop (𝓝 (E g)) := by
  classical
  subst hψ
  -- rescale by `exp(βE_g)`, which the Rayleigh quotient does not see
  have hproj : ∀ β : ℝ, rayleigh H (project H β (∑ i, x i • u i)) =
      rayleigh H (∑ i, (Real.exp (-β * (E i - E g)) * x i) • u i) := by
    intro β
    rw [← rayleigh_smul H (project H β (∑ i, x i • u i)) (Real.exp_pos (β * E g)).ne']
    congr 1
    have hs : project H β (∑ i, x i • u i) = ∑ i, project H β (x i • u i) :=
      map_sum (Matrix.mulVecLin (NormedSpace.exp ((-β) • H))) _ _
    rw [hs, Finset.smul_sum]
    refine Finset.sum_congr rfl fun i _ => ?_
    have h := project_eigen H (u i) (E i) β (hu i)
    rw [project] at h
    rw [project, Matrix.mulVec_smul, h, smul_smul, smul_smul,
      show -β * (E i - E g) = β * E g + -β * E i by ring, Real.exp_add]
    congr 1
    ring
  -- the rescaled state converges to its lowest component
  have hlim : Tendsto (fun β : ℝ => ∑ i, (Real.exp (-β * (E i - E g)) * x i) • u i)
      atTop (𝓝 (x g • u g)) := by
    have hs : x g • u g = ∑ i, (if i = g then x i else 0) • u i := by simp [ite_smul]
    rw [hs]
    refine tendsto_finsetSum _ fun i _ => Tendsto.smul_const ?_ _
    by_cases hi : i = g
    · subst hi
      simp
    · rw [if_neg hi]
      have h0 : Tendsto (fun β : ℝ => Real.exp (-β * (E i - E g))) atTop (𝓝 0) :=
        Real.tendsto_exp_atBot.comp
          (tendsto_neg_atTop_atBot.atBot_mul_const (sub_pos.2 (hE i hi)))
      have h1 := h0.mul_const (x i)
      rw [zero_mul] at h1
      exact h1
  have hne : (x g • u g) ⬝ᵥ (x g • u g) ≠ 0 :=
    fun h0 => smul_ne_zero hx hg (dotProduct_self_eq_zero.1 h0)
  have hN : Continuous fun φ : n → ℝ => φ ⬝ᵥ H *ᵥ φ := by
    simp only [Matrix.mulVec, dotProduct]
    fun_prop
  have hD : Continuous fun φ : n → ℝ => φ ⬝ᵥ φ := by
    simp only [dotProduct]
    fun_prop
  have hR : ContinuousAt (rayleigh H) (x g • u g) :=
    ContinuousAt.div hN.continuousAt hD.continuousAt hne
  have h := hR.tendsto.comp hlim
  rw [rayleigh_smul H _ hx, rayleigh_eigen H hg (hu g)] at h
  exact h.congr fun β => (hproj β).symm
```

## Two decoupled blocks

Inversion symmetry separates the closed-shell pair from the open-shell pair:

$$H=\begin{pmatrix}a&K\\K&b\end{pmatrix}\oplus\begin{pmatrix}c&K\\K&c\end{pmatrix}.$$

Here $a$, $b$ and $c$ are determinant energies, and $K$ is the exchange integral between $g$ and $u$. It is the Coulomb self-repulsion of the overlap density $gu$, which is why the two projection theorems for this matrix assume $K>0$. The numbers $a,b,c$ are arbitrary reals and are not computed from integrals.

```lean
/-- The minimal-basis H2 Hamiltonian with `Sz = 0`: two closed-shell determinants of energies
`a`, `b` and two open-shell determinants of energy `c`, each pair coupled by `K`. -/
def hamiltonian (a b c K : ℝ) : Matrix (Fin 4) (Fin 4) ℝ :=
  !![a, K, 0, 0; K, b, 0, 0; 0, 0, c, K; 0, 0, K, c]
```

For the closed-shell block put $d=(b-a)/2$ and try the vector $(\sigma+d,\,-K)$.

```lean
/-- The closed-shell vector `(σ + (b-a)/2, -K, 0, 0)`. -/
def closedShell (a b K σ : ℝ) : Fin 4 → ℝ := ![σ + (b - a) / 2, -K, 0, 0]
```

With energy $E=(a+b)/2-\sigma=a+d-\sigma$, the first row of the eigenvalue equation requires

$$a(\sigma+d)-K^2=(a+d-\sigma)(\sigma+d)=a(\sigma+d)+d^2-\sigma^2,$$

that is, $\sigma^2=d^2+K^2$. The second row, $K(\sigma+d)-bK=-KE$, holds for every $\sigma$. The roots $\sigma=\pm s$, with $s=\sqrt{d^2+K^2}$, give the lower and the upper level. The lower vector has squared norm $2s(s+d)$, so its normalised form has weight $(s+d)/(2s)$ on $e_1$.

```lean
/-- For either root `σ` of `σ² = (b-a)²/4 + K²`, the closed-shell vector satisfies the
eigenvalue equation with energy `(a+b)/2 - σ`. -/
theorem closedShell_eigen (a b c K σ : ℝ) (hσ : σ ^ 2 = (b - a) ^ 2 / 4 + K ^ 2) :
    hamiltonian a b c K *ᵥ closedShell a b K σ =
      ((a + b) / 2 - σ) • closedShell a b K σ := by
  ext i
  fin_cases i
  · simp [hamiltonian, closedShell, Matrix.mulVec, dotProduct, Fin.sum_univ_four]
    linear_combination hσ
  · simp [hamiltonian, closedShell, Matrix.mulVec, dotProduct, Fin.sum_univ_four]
    ring
  · simp [hamiltonian, closedShell, Matrix.mulVec, dotProduct, Fin.sum_univ_four]
  · simp [hamiltonian, closedShell, Matrix.mulVec, dotProduct, Fin.sum_univ_four]
```

In the open-shell block, $e_3-e_4$ has energy $c-K$ and $e_3+e_4$ has energy $c+K$. After division by $\sqrt2$ they are the $S_z=0$ triplet and the open-shell singlet, in the phase convention that writes the spin-up orbital first.

```lean
/-- The open-shell combinations `e3 - e4` and `e3 + e4` are eigenvectors with energies
`c - K` and `c + K`. -/
theorem openShell_eigen (a b c K : ℝ) :
    hamiltonian a b c K *ᵥ ![0, 0, 1, -1] = (c - K) • ![0, 0, 1, -1] ∧
    hamiltonian a b c K *ᵥ ![0, 0, 1, 1] = (c + K) • ![0, 0, 1, 1] := by
  constructor <;> ext i <;> fin_cases i <;>
    simp [hamiltonian, Matrix.mulVec, dotProduct, Fin.sum_univ_four] <;> ring
```

## Three trial states, three energies

Write $v_\pm=(\pm s+d,\,-K,\,0,\,0)$. The trial vectors expand as

$$e_1=\frac{1}{2s}(v_+-v_-),\qquad e_3=\tfrac12(e_3-e_4)+\tfrac12(e_3+e_4).$$

In the first expansion the lowest component is $v_+$, with energy $(a+b)/2-s$. It is nonzero because its second entry is $-K$, and it lies below $v_-$ because $s>0$. In the second expansion the lowest component is the triplet, because $c-K<c+K$. The vector $e_3+e_4$ is itself an eigenvector, so its energy is $c+K$ at every $\beta$.

The theorem assumes no order between the two blocks. In Lean, `Tendsto … atTop` expresses the limit $\beta\to\infty$, and the third statement is an equality for all real $\beta$.

```lean
/-- For `K > 0` and any `a`, `b`, `c`, the Rayleigh quotient of `exp(-βH) e1` tends to
`(a+b)/2 - √((b-a)²/4 + K²)`, that of `exp(-βH) e3` tends to `c - K`, and that of
`exp(-βH)(e3 + e4)` equals `c + K` at every `β`. -/
theorem h2_projection (a b c K : ℝ) (hK : 0 < K) :
    Tendsto (fun β : ℝ => rayleigh (hamiltonian a b c K)
      (project (hamiltonian a b c K) β ![1, 0, 0, 0])) atTop
      (𝓝 ((a + b) / 2 - Real.sqrt ((b - a) ^ 2 / 4 + K ^ 2))) ∧
    Tendsto (fun β : ℝ => rayleigh (hamiltonian a b c K)
      (project (hamiltonian a b c K) β ![0, 0, 1, 0])) atTop (𝓝 (c - K)) ∧
    ∀ β : ℝ, rayleigh (hamiltonian a b c K)
      (project (hamiltonian a b c K) β ![0, 0, 1, 1]) = c + K := by
  obtain ⟨hT, hS⟩ := openShell_eigen a b c K
  refine ⟨?_, ?_, fun β => ?_⟩
  · have hs : 0 < Real.sqrt ((b - a) ^ 2 / 4 + K ^ 2) := Real.sqrt_pos.2 (by positivity)
    have h2 := Real.sq_sqrt (show 0 ≤ (b - a) ^ 2 / 4 + K ^ 2 by positivity)
    generalize Real.sqrt ((b - a) ^ 2 / 4 + K ^ 2) = s at hs h2 ⊢
    have ht : (2 * s)⁻¹ * (2 * s) = 1 := inv_mul_cancel₀ (by positivity)
    have ht0 : (2 * s)⁻¹ ≠ 0 := by positivity
    generalize (2 * s)⁻¹ = t at ht ht0
    -- `e1` is a combination of the two closed-shell eigenvectors
    have hψ : (![1, 0, 0, 0] : Fin 4 → ℝ) =
        ∑ i : Fin 2, (![t, -t] : Fin 2 → ℝ) i •
          (![closedShell a b K s, closedShell a b K (-s)] : Fin 2 → Fin 4 → ℝ) i := by
      rw [Fin.sum_univ_two]
      ext i
      fin_cases i
      · show (1 : ℝ) = t * (s + (b - a) / 2) + -t * (-s + (b - a) / 2)
        linear_combination -ht
      · show (0 : ℝ) = t * (-K) + -t * (-K)
        ring
      · show (0 : ℝ) = t * 0 + -t * 0
        ring
      · show (0 : ℝ) = t * 0 + -t * 0
        ring
    have hv : closedShell a b K s ≠ 0 := fun h =>
      hK.ne' (by simpa [closedShell] using congrFun h 1)
    exact projection_limit (hamiltonian a b c K) ![(a + b) / 2 - s, (a + b) / 2 - -s] _ _ _ hψ
      (Fin.forall_fin_two.2 ⟨closedShell_eigen a b c K s h2,
        closedShell_eigen a b c K (-s) (by rw [neg_sq]; exact h2)⟩) 0 hv ht0
      (Fin.forall_fin_two.2 ⟨fun h => absurd rfl h, fun _ => by
        show (a + b) / 2 - s < (a + b) / 2 - -s
        linarith⟩)
  · -- `e3` is half the sum of the two open-shell eigenvectors
    have hψ : (![0, 0, 1, 0] : Fin 4 → ℝ) =
        ∑ i : Fin 2, (![1 / 2, 1 / 2] : Fin 2 → ℝ) i •
          (![![0, 0, 1, -1], ![0, 0, 1, 1]] : Fin 2 → Fin 4 → ℝ) i := by
      rw [Fin.sum_univ_two]
      ext i
      fin_cases i <;> simp
      norm_num
    have hv : (![0, 0, 1, -1] : Fin 4 → ℝ) ≠ 0 := fun h => by
      have h' := congrFun h 2
      simp at h'
    exact projection_limit (hamiltonian a b c K) ![c - K, c + K] _ _ _ hψ
      (Fin.forall_fin_two.2 ⟨hT, hS⟩) 0 hv (show (1 / 2 : ℝ) ≠ 0 by norm_num)
      (Fin.forall_fin_two.2 ⟨fun h => absurd rfl h, fun _ => by
        show c - K < c + K
        linarith⟩)
  · have hv : (![0, 0, 1, 1] : Fin 4 → ℝ) ≠ 0 := fun h => by
      have h' := congrFun h 2
      simp at h'
    rw [project_eigen _ _ _ β hS, rayleigh_smul _ _ (Real.exp_pos _).ne',
      rayleigh_eigen _ hv hS]
```

Projector Monte Carlo methods carry out a projection of this kind by random sampling, which this four-determinant model leaves out. In the model, the level reached is the lowest one with a nonzero component in the trial state. If the trial state's symmetry excludes the ground state, the projection ends at a higher level.

## A small triplet admixture takes over

The ground state of the hydrogen molecule is a singlet. This section instead treats a hypothetical choice of parameters in the same matrix. Suppose the triplet is the lowest level of all, $c-K<(a+b)/2-s$, and the trial state is $e_1+\varepsilon e_3$ with $\varepsilon\neq0$. Then

$$e_1+\varepsilon e_3=\frac{1}{2s}(v_+-v_-)+\frac{\varepsilon}{2}(e_3-e_4)+\frac{\varepsilon}{2}(e_3+e_4).$$

The triplet coefficient $\varepsilon/2$ is nonzero, so the energy tends to $c-K$ however small $\varepsilon$ is. In the proof the triplet is entry `2` of the list of four eigenvectors, counted from 0, and the final case split compares its energy with the other three.

```lean
/-- If `K > 0` and `c - K` lies below the lower closed-shell level, then for every `ε ≠ 0` the
Rayleigh quotient of `exp(-βH)(e1 + ε e3)` tends to `c - K`. -/
theorem contaminated_projection (a b c K ε : ℝ) (hK : 0 < K) (hε : ε ≠ 0)
    (h : c - K < (a + b) / 2 - Real.sqrt ((b - a) ^ 2 / 4 + K ^ 2)) :
    Tendsto (fun β : ℝ => rayleigh (hamiltonian a b c K)
      (project (hamiltonian a b c K) β ![1, 0, ε, 0])) atTop (𝓝 (c - K)) := by
  obtain ⟨hT, hS⟩ := openShell_eigen a b c K
  have hs : 0 < Real.sqrt ((b - a) ^ 2 / 4 + K ^ 2) := Real.sqrt_pos.2 (by positivity)
  have h2 := Real.sq_sqrt (show 0 ≤ (b - a) ^ 2 / 4 + K ^ 2 by positivity)
  generalize Real.sqrt ((b - a) ^ 2 / 4 + K ^ 2) = s at hs h2 h
  have ht : (2 * s)⁻¹ * (2 * s) = 1 := inv_mul_cancel₀ (by positivity)
  generalize (2 * s)⁻¹ = t at ht
  -- all four eigenvectors now enter the trial state
  have hψ : (![1, 0, ε, 0] : Fin 4 → ℝ) =
      ∑ i : Fin 4, (![t, -t, ε / 2, ε / 2] : Fin 4 → ℝ) i •
        (![closedShell a b K s, closedShell a b K (-s), ![0, 0, 1, -1], ![0, 0, 1, 1]] :
          Fin 4 → Fin 4 → ℝ) i := by
    rw [Fin.sum_univ_four]
    ext i
    fin_cases i
    · show (1 : ℝ) = t * (s + (b - a) / 2) + -t * (-s + (b - a) / 2) + ε / 2 * 0 + ε / 2 * 0
      linear_combination -ht
    · show (0 : ℝ) = t * (-K) + -t * (-K) + ε / 2 * 0 + ε / 2 * 0
      ring
    · show ε = t * 0 + -t * 0 + ε / 2 * 1 + ε / 2 * 1
      ring
    · show (0 : ℝ) = t * 0 + -t * 0 + ε / 2 * (-1) + ε / 2 * 1
      ring
  have hv : (![0, 0, 1, -1] : Fin 4 → ℝ) ≠ 0 := fun h => by
    have h' := congrFun h 2
    simp at h'
  refine projection_limit (hamiltonian a b c K)
    ![(a + b) / 2 - s, (a + b) / 2 - -s, c - K, c + K] _ _ _ hψ ?_ 2 hv
    (show ε / 2 ≠ 0 from div_ne_zero hε two_ne_zero) ?_
  · intro i
    fin_cases i
    · exact closedShell_eigen a b c K s h2
    · exact closedShell_eigen a b c K (-s) (by rw [neg_sq]; exact h2)
    · exact hT
    · exact hS
  · intro i hi
    fin_cases i
    · exact h
    · show c - K < (a + b) / 2 - -s
      linarith
    · exact absurd rfl hi
    · show c - K < c + K
      linarith

end

end HydrogenProjection
```

```lean
#print axioms HydrogenProjection.projection_limit
#print axioms HydrogenProjection.h2_projection
#print axioms HydrogenProjection.contaminated_projection
```

```
'HydrogenProjection.projection_limit' depends on axioms: [propext, Classical.choice, Quot.sound]
'HydrogenProjection.h2_projection' depends on axioms: [propext, Classical.choice, Quot.sound]
'HydrogenProjection.contaminated_projection' depends on axioms: [propext, Classical.choice, Quot.sound]
```

## Numbers for one choice of parameters

Take $a=0$, $b=8$, $c=1$, $K=3$ in arbitrary energy units. These values are chosen for easy arithmetic and to put the triplet lowest; they do not describe the real H₂ molecule. Then $d=4$ and $s=5$. The closed-shell levels are $-1$ and $9$, the triplet lies at $-2$ and the open-shell singlet at $4$.

From $e_1$, the weights on the two closed-shell levels are $0.9$ and $0.1$ at $\beta=0$. With $y=e^{-20\beta}$,

$$R(e^{-\beta H}e_1)=\frac{0.9\,(-1)+0.1\cdot 9\,y}{0.9+0.1\,y}=\frac{9(y-1)}{9+y}.$$

This starts at $0=a$ and tends to $-1$, although the triplet lies lower.

Now add $0.1\,e_3$. The triplet component has squared norm $\varepsilon^2/2=0.005$. It grows as $0.005\,e^{4\beta}$, against $0.9\,e^{2\beta}$ for the lower closed-shell state. At $\beta=1$ the energy is still about $-1.04$. The two weights become equal when $e^{2\beta}=180$, at $\beta\approx2.6$, where the energy is about $-1.5$. After that it approaches $-2$.
